# Energy and force errors of a shadow potential for quadratic charge models with constant interaction matrices

In molecular dynamics with fluctuating charges, one approach relaxes the charges at each time step. For a quadratic charge model with a long-range interaction, this means solving a coupled linear system, which is large when there are many charges. The shadow potential considered here linearises the costly part of the interaction about reference charges $n$, so that the matrix of the linear system contains only the remaining part. How far are its energy and force from the exact ones?

Take finitely many real charges $q$, a symmetric positive definite matrix $D$ that is kept in full, a symmetric positive semidefinite matrix $G$ that is linearised, and a vector $c(R)$ that couples the charges to one nuclear coordinate $R$. Here $D$ and $G$ do not depend on $R$, which leaves out forces from changing distances between the charges. The total charge is unconstrained. With $q^*$ the charges that minimise the shadow energy and $r=q^*-n$, the energy error is quadratic in $r$ and the force error, at fixed $n$, is linear.

```lean
import Mathlib

open Matrix

namespace ShadowForces

noncomputable section

variable {ι : Type*} [Fintype ι] [DecidableEq ι]
```

## Two quadratic energies

Both energies are built from $f(q)=\tfrac12\langle q,Aq\rangle+\langle q,b\rangle$. In Lean a charge vector has type `ι → ℝ`, `⬝ᵥ` is the scalar product and `*ᵥ` applies a matrix to a vector.

```lean
/-- The quadratic function `⟨q, A q⟩/2 + ⟨q, b⟩` of the charges `q`. -/
def quad (A : Matrix ι ι ℝ) (b q : ι → ℝ) : ℝ := q ⬝ᵥ A *ᵥ q / 2 + q ⬝ᵥ b
```

For symmetric invertible $A$, setting the gradient $Aq+b$ to zero gives $q=-A^{-1}b$.

```lean
/-- The vector `-A⁻¹ b`, for an invertible matrix `A`. -/
def minimizer (A : Matrix ι ι ℝ) (b : ι → ℝ) : ι → ℝ := -(A⁻¹ *ᵥ b)
```

The exact energy has $A=D+G$ and $b=c$:
$$E(q)=\tfrac12\langle q,(D+G)q\rangle+\langle q,c\rangle .$$

```lean
/-- The exact energy function `E(q) = ⟨q, (D + G) q⟩/2 + ⟨q, c⟩`. -/
def energy (D G : Matrix ι ι ℝ) (c q : ι → ℝ) : ℝ := quad (D + G) c q
```

The shadow energy has $A=D$ and $b=c+Gn$, plus a constant:
$$S(q,n)=\tfrac12\langle q,Dq\rangle+\langle q,c+Gn\rangle-\tfrac12\langle n,Gn\rangle .$$

```lean
/-- The shadow energy function `S(q, n) = ⟨q, D q⟩/2 + ⟨q, c + G n⟩ - ⟨n, G n⟩/2`,
in which `G` is linearised about the reference charges `n`. -/
def shadow (D G : Matrix ι ι ℝ) (c n q : ι → ℝ) : ℝ :=
  quad D (c + G *ᵥ n) q - n ⬝ᵥ G *ᵥ n / 2
```

For symmetric invertible $D$, its stationary point in $q$ is $q^*=-D^{-1}(c+Gn)$.

```lean
/-- The charges `q* = -D⁻¹ (c + G n)`, for invertible `D`. When `D` is positive definite, they are
the relaxed charges, which minimise the shadow energy. -/
def relaxed (D G : Matrix ι ι ℝ) (c n : ι → ℝ) : ι → ℝ := minimizer D (c + G *ᵥ n)
```

The shadow potential is $U=S(q^*,n)$.

```lean
/-- The shadow potential `U = S(q*, n)`, for invertible `D`. -/
def shadowMin (D G : Matrix ι ι ℝ) (c n : ι → ℝ) : ℝ :=
  shadow D G c n (relaxed D G c n)
```

The exact reference is $E(q_0)$ with $q_0=-(D+G)^{-1}c$.

```lean
/-- The exact energy at the charges `-(D + G)⁻¹ c`, for invertible `D + G`. -/
def groundEnergy (D G : Matrix ι ι ℝ) (c : ι → ℝ) : ℝ :=
  energy D G c (minimizer (D + G) c)
```

## Stationary points are minima

Let $D$ be symmetric positive definite: $\tfrac12\langle q,Dq\rangle$ is positive for every $q\neq0$. Let $G$ be symmetric positive semidefinite: no charge pattern has negative interaction energy in the linearised part. This excludes every nonzero $G$ with zero diagonal, such as the Coulomb interaction between distinct point charges without self-terms, where two opposite charges have negative energy. Lean's `PosDef` and `PosSemidef` include the symmetry, which gives $\langle x,Ay\rangle=\langle y,Ax\rangle$.

```lean
omit [DecidableEq ι] in
/-- A real symmetric matrix gives a symmetric bilinear form. -/
theorem form_symm {A : Matrix ι ι ℝ} (hA : A.IsHermitian) (x y : ι → ℝ) :
    x ⬝ᵥ A *ᵥ y = y ⬝ᵥ A *ᵥ x := by
  have hT : Aᵀ = A := (conjTranspose_eq_transpose_of_trivial A).symm.trans hA
  rw [dotProduct_mulVec, ← mulVec_transpose, hT, dotProduct_comm]
```

A positive definite $A$ has nonzero determinant, so $x=-A^{-1}b$ solves $Ax=-b$.

```lean
/-- For positive definite `A`, the charges `-A⁻¹ b` solve the linear equation `A q = -b`. -/
theorem mulVec_minimizer {A : Matrix ι ι ℝ} (hA : A.PosDef) (b : ι → ℝ) :
    A *ᵥ minimizer A b = -b := by
  have hu : IsUnit A.det := isUnit_iff_ne_zero.2 hA.det_pos.ne'
  rw [minimizer, mulVec_neg, mulVec_mulVec, mul_nonsing_inv _ hu, one_mulVec]
```

Write $q=x+\delta$. By symmetry,
$$f(q)=f(x)+\langle\delta,Ax+b\rangle+\tfrac12\langle\delta,A\delta\rangle,$$
and the middle term vanishes. The proof expands both sides and uses the symmetry once, as `hs`.

```lean
/-- For positive definite `A`, the quadratic function exceeds its value at `-A⁻¹ b` by half
the `A`-form of the displacement from that point. -/
theorem quad_square {A : Matrix ι ι ℝ} (hA : A.PosDef) (b q : ι → ℝ) :
    quad A b q = quad A b (minimizer A b)
      + (q - minimizer A b) ⬝ᵥ A *ᵥ (q - minimizer A b) / 2 := by
  have hs := form_symm hA.isHermitian (minimizer A b) q
  have hx := mulVec_minimizer hA b
  simp only [hx, dotProduct_neg] at hs
  simp only [quad, mulVec_sub, sub_dotProduct, dotProduct_sub, hx, dotProduct_neg]
  linear_combination hs / 2
```

For $\delta\neq0$ the last term is positive, so $x$ is the unique minimiser. With $A=D$ and $A=D+G$, this makes $U$ and $E(q_0)$ true minima over $q$.

```lean
/-- For positive definite `A`, the charges `-A⁻¹ b` are the unique minimiser of the quadratic
function: every other choice of charges has a strictly higher value. -/
theorem quad_minimizer_lt {A : Matrix ι ι ℝ} (hA : A.PosDef) (b q : ι → ℝ)
    (hq : q ≠ minimizer A b) : quad A b (minimizer A b) < quad A b q := by
  have hp := hA.dotProduct_mulVec_pos (sub_ne_zero.2 hq)
  rw [star_trivial] at hp
  linarith [quad_square hA b q]
```

## The energy error

Subtracting the definitions gives
$$E(q)-S(q,n)=\tfrac12\langle q,Gq\rangle-\langle q,Gn\rangle+\tfrac12\langle n,Gn\rangle=\tfrac12\langle q-n,G(q-n)\rangle .$$

```lean
omit [DecidableEq ι] in
/-- For symmetric `G`, the shadow function equals the exact one minus half the `G`-form of `q - n`.
-/
theorem shadow_eq_energy {G : Matrix ι ι ℝ} (hG : G.IsHermitian) (D : Matrix ι ι ℝ)
    (c n q : ι → ℝ) :
    shadow D G c n q = energy D G c q - (q - n) ⬝ᵥ G *ᵥ (q - n) / 2 := by
  simp only [shadow, energy, quad, add_mulVec, mulVec_sub, sub_dotProduct, dotProduct_sub,
    dotProduct_add]
  linear_combination form_symm hG q n / 2
```

Since $Dq^*=-(c+Gn)$, we have $Gr=Gq^*-Gn=(D+G)q^*+c$, which is `hg` below. Multiplying by $(D+G)^{-1}$ gives
$$q^*-q_0=(D+G)^{-1}Gr .$$

```lean
/-- For `D` positive definite and `G` positive semidefinite, the relaxed charges differ from
the exact minimiser by `(D + G)⁻¹ G r`, with the residual `r = q* - n`. -/
theorem charge_error {D G : Matrix ι ι ℝ} (hD : D.PosDef) (hG : G.PosSemidef)
    (c n : ι → ℝ) :
    relaxed D G c n - minimizer (D + G) c
      = (D + G)⁻¹ *ᵥ (G *ᵥ (relaxed D G c n - n)) := by
  have hu : IsUnit (D + G).det :=
    isUnit_iff_ne_zero.2 (hD.add_posSemidef hG).det_pos.ne'
  have hx : D *ᵥ relaxed D G c n = -(c + G *ᵥ n) := mulVec_minimizer hD _
  generalize relaxed D G c n = x at hx ⊢
  -- the gradient of the exact energy at the relaxed charges is `G r`
  have hg : G *ᵥ (x - n) = (D + G) *ᵥ x + c := by
    rw [mulVec_sub, add_mulVec, hx]
    abel
  rw [hg, mulVec_add, mulVec_mulVec, nonsing_inv_mul _ hu, one_mulVec, minimizer,
    sub_neg_eq_add]
```

Put $\delta=q^*-q_0$, so that $(D+G)\delta=Gr$. Then
$$U=E(q^*)-\tfrac12\langle r,Gr\rangle,\qquad E(q^*)=E(q_0)+\tfrac12\langle\delta,Gr\rangle,$$
which are `h1` and `h2`. By symmetry (`h3`), $\langle\delta,Gr\rangle=\langle r,G(D+G)^{-1}Gr\rangle$, hence
$$U-E(q_0)=-\tfrac12\langle r,(G-G(D+G)^{-1}G)r\rangle .$$

```lean
/-- Energy error: for `D` positive definite and `G` positive semidefinite,
`U - min E = -⟨r, (G - G (D + G)⁻¹ G) r⟩/2` with `r = q* - n`. -/
theorem energy_error {D G : Matrix ι ι ℝ} (hD : D.PosDef) (hG : G.PosSemidef)
    (c n : ι → ℝ) :
    shadowMin D G c n - groundEnergy D G c
      = -((relaxed D G c n - n) ⬝ᵥ
          (G - G * (D + G)⁻¹ * G) *ᵥ (relaxed D G c n - n)) / 2 := by
  have hu : IsUnit (D + G).det :=
    isUnit_iff_ne_zero.2 (hD.add_posSemidef hG).det_pos.ne'
  have h1 := shadow_eq_energy hG.isHermitian D c n (relaxed D G c n)
  have h2 := quad_square (hD.add_posSemidef hG) c (relaxed D G c n)
  -- insert the charge error in the completed square of the exact energy
  rw [charge_error hD hG, mulVec_mulVec _ (D + G), mul_nonsing_inv _ hu, one_mulVec] at h2
  have h3 := form_symm hG.isHermitian (relaxed D G c n - n)
    ((D + G)⁻¹ *ᵥ (G *ᵥ (relaxed D G c n - n)))
  rw [sub_mulVec, dotProduct_sub, ← mulVec_mulVec, ← mulVec_mulVec]
  simp only [shadowMin, groundEnergy, energy] at h1 ⊢
  linear_combination h1 + h2 - h3 / 2
```

The lower bound $E(q_0)-\tfrac12\langle r,Gr\rangle\le U$ follows from $E(q^*)\ge E(q_0)$. For the upper bound, $q_0$ serves as a trial vector:
$$U\le S(q_0,n)=E(q_0)-\tfrac12\langle q_0-n,G(q_0-n)\rangle\le E(q_0).$$

```lean
/-- For `D` positive definite and `G` positive semidefinite, the shadow potential never
exceeds the exact minimum, and lies below it by at most `⟨r, G r⟩/2`, with `r = q* - n`. -/
theorem energy_bounds {D G : Matrix ι ι ℝ} (hD : D.PosDef) (hG : G.PosSemidef)
    (c n : ι → ℝ) :
    groundEnergy D G c - (relaxed D G c n - n) ⬝ᵥ G *ᵥ (relaxed D G c n - n) / 2
        ≤ shadowMin D G c n ∧
      shadowMin D G c n ≤ groundEnergy D G c := by
  have pos : ∀ {A : Matrix ι ι ℝ}, A.PosSemidef → ∀ v : ι → ℝ, 0 ≤ v ⬝ᵥ A *ᵥ v := by
    intro A hA v
    have h := hA.dotProduct_mulVec_nonneg v
    rwa [star_trivial] at h
  constructor
  · have h1 := shadow_eq_energy hG.isHermitian D c n (relaxed D G c n)
    have h2 := quad_square (hD.add_posSemidef hG) c (relaxed D G c n)
    have h3 := pos (hD.add_posSemidef hG).posSemidef
      (relaxed D G c n - minimizer (D + G) c)
    simp only [shadowMin, groundEnergy, energy] at h1 ⊢
    linarith
  · -- use the exact minimiser as a trial vector in the shadow function
    have h1 := shadow_eq_energy hG.isHermitian D c n (minimizer (D + G) c)
    have h2 := quad_square hD (c + G *ᵥ n) (minimizer (D + G) c)
    have h3 := pos hD.posSemidef (minimizer (D + G) c - minimizer D (c + G *ᵥ n))
    have h4 := pos hG (minimizer (D + G) c - n)
    simp only [shadowMin, groundEnergy, shadow, relaxed] at h1 ⊢
    linarith
```

## The force and its error

The hypothesis `HasDerivAt c c' R` says that $c$ has derivative $c'$ at $R$. Keep $n$ fixed and put $b=c+Gn$, so $b'=c'$ and $(q^*)'=-D^{-1}c'$. Because $Dq^*=-b$,
$$U=\tfrac12\langle q^*,b\rangle-\tfrac12\langle n,Gn\rangle,\qquad \frac{dU}{dR}=\tfrac12\langle (q^*)',b\rangle+\tfrac12\langle q^*,c'\rangle .$$
Symmetry of $D$ gives $\langle (q^*)',b\rangle=-\langle c',D^{-1}b\rangle=\langle c',q^*\rangle$, so $dU/dR=\langle c',q^*\rangle$. The force is minus this. In this constant-matrix model, a simulation thus obtains the force belonging to $U$ at fixed $n$ without solving the full system in $D+G$. The code proves the product rule as `dot`; $G$ may be any matrix here.

```lean
/-- For `D` positive definite and `c(R)` differentiable, with `D`, `G` and `n` held fixed, the
derivative of the shadow potential is `dU/dR = ⟨c', q*⟩`. -/
theorem shadow_force {D : Matrix ι ι ℝ} (hD : D.PosDef) (G : Matrix ι ι ℝ) (n : ι → ℝ)
    {c : ℝ → ι → ℝ} {c' : ι → ℝ} {R : ℝ} (hc : HasDerivAt c c' R) :
    HasDerivAt (fun t => shadowMin D G (c t) n) (c' ⬝ᵥ relaxed D G (c R) n) R := by
  have dot : ∀ (u v : ℝ → ι → ℝ) (u' v' : ι → ℝ), HasDerivAt u u' R → HasDerivAt v v' R →
      HasDerivAt (fun t => u t ⬝ᵥ v t) (u' ⬝ᵥ v R + u R ⬝ᵥ v') R := by
    intro u v u' v' hu hv
    simp only [dotProduct, ← Finset.sum_add_distrib]
    exact HasDerivAt.fun_sum fun i _ =>
      (hasDerivAt_pi.1 hu i).fun_mul (hasDerivAt_pi.1 hv i)
  have hb : HasDerivAt (fun t => c t + G *ᵥ n) c' R := hc.add_const _
  -- response of the relaxed charges
  have hx : HasDerivAt (fun t => relaxed D G (c t) n) (minimizer D c') R := by
    refine hasDerivAt_pi.2 fun i => ?_
    have h := (dot _ _ _ _ (hasDerivAt_const R (D⁻¹ i)) hb).fun_neg
    rw [zero_dotProduct, zero_add] at h
    exact h
  have hU : (fun t => shadowMin D G (c t) n) = fun t =>
      relaxed D G (c t) n ⬝ᵥ (c t + G *ᵥ n) / 2 - n ⬝ᵥ G *ᵥ n / 2 := by
    funext t
    simp only [shadowMin, shadow, quad, relaxed, mulVec_minimizer hD, dotProduct_neg]
    ring
  rw [hU]
  refine (((dot _ _ _ _ hx hb).div_const 2).sub_const _).congr_deriv ?_
  -- symmetry of `D` makes the two halves equal
  have hs := form_symm hD.isHermitian (minimizer D c') (minimizer D (c R + G *ᵥ n))
  simp only [mulVec_minimizer hD, dotProduct_neg] at hs
  rw [dotProduct_comm c']
  simp only [relaxed]
  linear_combination -hs / 2
```

Replacing $D$ by $D+G$ and setting $G=0$, $n=0$ turns $U$ into $E(q_0)$, whose derivative is therefore $\langle c',q_0\rangle$. Subtraction and the charge error give
$$\frac{d}{dR}\bigl(U-E(q_0)\bigr)=\langle c',q^*-q_0\rangle=\langle c',(D+G)^{-1}Gr\rangle .$$

```lean
/-- For `D` positive definite, `G` positive semidefinite and `c(R)` differentiable, with `D`,
`G` and `n` held fixed, the derivative of `U - min E` is `⟨c', (D + G)⁻¹ G r⟩`, with
`r = q* - n`. -/
theorem force_error {D G : Matrix ι ι ℝ} (hD : D.PosDef) (hG : G.PosSemidef) (n : ι → ℝ)
    {c : ℝ → ι → ℝ} {c' : ι → ℝ} {R : ℝ} (hc : HasDerivAt c c' R) :
    HasDerivAt (fun t => shadowMin D G (c t) n - groundEnergy D G (c t))
      (c' ⬝ᵥ (D + G)⁻¹ *ᵥ (G *ᵥ (relaxed D G (c R) n - n))) R := by
  -- the exact force is the shadow force with all of the interaction kept in `D`
  have h0 : HasDerivAt (fun t => groundEnergy D G (c t))
      (c' ⬝ᵥ minimizer (D + G) (c R)) R := by
    have h := shadow_force (hD.add_posSemidef hG) 0 0 hc
    simp only [shadowMin, shadow, relaxed, zero_mulVec, add_zero, dotProduct_zero,
      zero_div, sub_zero] at h
    exact h
  refine ((shadow_force hD G n hc).fun_sub h0).congr_deriv ?_
  rw [← dotProduct_sub, charge_error hD hG]

end

end ShadowForces
```

For a single charge the matrices are numbers $d>0$ and $g\ge0$. The energy error is $-\dfrac{gd}{2(d+g)}\,r^2$ and its derivative is $\dfrac{g}{d+g}\,c'r$. Both vanish at $g=0$, where nothing has been linearised.

```lean
#print axioms ShadowForces.energy_error
#print axioms ShadowForces.energy_bounds
#print axioms ShadowForces.shadow_force
#print axioms ShadowForces.force_error
```

```
'ShadowForces.energy_error' depends on axioms: [propext, Classical.choice, Quot.sound]
'ShadowForces.energy_bounds' depends on axioms: [propext, Classical.choice, Quot.sound]
'ShadowForces.shadow_force' depends on axioms: [propext, Classical.choice, Quot.sound]
'ShadowForces.force_error' depends on axioms: [propext, Classical.choice, Quot.sound]
```
